# Medians are the optimal particle-number shifts for the Pauli-$Z$ 1-norm of a diagonal one-body Hamiltonian

## Orbitals, operators and the norm

Take $n$ spin orbitals with real coefficients $h_p$. A basis state is the set $s$ of its occupied orbitals. On this basis the occupation operator $n_p$ has the eigenvalue 1 if $p\in s$ and 0 otherwise, and $Z_p$ has the eigenvalue $-1$ if $p\in s$ and $+1$ otherwise. With $N=\sum_p n_p$ and a real shift $c$, let

$$H=\sum_p h_p n_p,\qquad H_c=H-cN=\sum_p (h_p-c)\,n_p .$$

Comparing eigenvalues gives $n_p=(1-Z_p)/2$, hence

$$H_c=\sum_p\frac{h_p-c}{2}\,\mathbb 1+\sum_p\frac{c-h_p}{2}\,Z_p .$$

This is a linear combination of unitaries (LCU). Its 1-norm, with the identity term left out because it only adds a known energy, is

$$\lambda(c)=\frac12\sum_p|h_p-c| .$$

## Why a shift is allowed

If $N\psi=\eta\psi$, then $H\psi=H_c\psi+c\eta\,\psi$. At fixed particle number the shift therefore moves all energies by the same known constant. The 1-norm $\lambda(c)$ sets the scale factor of an LCU block encoding of $H_c$ without its identity term, so for this non-interacting, diagonal model a suitable $c$ lowers that factor whenever $c=0$ is not already optimal. The original energies at known $\eta$ are recovered from those of the encoded operator by adding the identity coefficient $\sum_p(h_p-c)/2$ and $c\eta$.

## The median condition

Let $N_<(c)$ and $N_>(c)$ be the numbers of coefficients strictly below and strictly above $c$. Then $c$ minimizes $\lambda$ over all real shifts if and only if

$$2N_<(c)\le n\quad\text{and}\quad 2N_>(c)\le n .$$

**A line below the norm.** Let $c'$ be any other shift. If $h_p>c$, then $|c'-h_p|\ge h_p-c'=|c-h_p|-(c'-c)$. If $h_p\le c$, then $|c'-h_p|\ge c'-h_p=|c-h_p|+(c'-c)$. Summing and halving gives

$$\lambda(c')\ge\lambda(c)+\frac{c'-c}{2}\,\bigl(n-2N_>(c)\bigr).$$

**The condition suffices.** For $c'\ge c$ the added term is nonnegative when $2N_>(c)\le n$. For $c'\le c$, apply the bound to $-h_p$, $-c$ and $-c'$. This leaves the norms unchanged and exchanges above with below:

$$\lambda(c')\ge\lambda(c)+\frac{c-c'}{2}\,\bigl(n-2N_<(c)\bigr)\ge\lambda(c).$$

**The condition is necessary.** Suppose $2N_>(c)>n$. Some coefficient then lies above $c$; let $h_q$ be the smallest such one. At $c'=h_q$ both inequalities for $|c'-h_p|$ are equalities, so

$$\lambda(h_q)=\lambda(c)+\frac{h_q-c}{2}\,\bigl(n-2N_>(c)\bigr)<\lambda(c),$$

and $c$ is not optimal. Reflection treats $2N_<(c)>n$.

**Sorted coefficients.** Let $h_0\le\dots\le h_{n-1}$. At most $k$ entries lie below $h_k$ and at most $n-1-k$ above it, so $h_k$ is optimal if $2k\le n\le 2k+2$. This selects the middle entry for odd $n$ and both middle entries for even $n\ge2$.

## The Lean file

```lean
import Mathlib

open Matrix
open scoped Finset

namespace DiagonalLCUShift

noncomputable section

variable {ι : Type*}

/-- The occupation operator of orbital `p`, on the basis of sets of occupied orbitals. -/
def occ [DecidableEq ι] (p : ι) : Matrix (Finset ι) (Finset ι) ℂ :=
  Matrix.diagonal fun s => if p ∈ s then 1 else 0

/-- The Pauli operator `Z` of orbital `p`: `-1` if it is occupied and `1` if it is empty. -/
def pauliZ [DecidableEq ι] (p : ι) : Matrix (Finset ι) (Finset ι) ℂ :=
  Matrix.diagonal fun s => if p ∈ s then -1 else 1

/-- The diagonal one-body Hamiltonian with orbital coefficients `h`. -/
def oneBody [Fintype ι] [DecidableEq ι] (h : ι → ℝ) : Matrix (Finset ι) (Finset ι) ℂ :=
  ∑ p, h p • occ p

/-- The total particle-number operator. -/
def totalNumber (ι : Type*) [Fintype ι] [DecidableEq ι] : Matrix (Finset ι) (Finset ι) ℂ :=
  ∑ p, occ p

/-- The coefficient of the Pauli operator `Z` of orbital `p` after a shift by `c`. -/
def zCoeff (h : ι → ℝ) (c : ℝ) (p : ι) : ℝ := (c - h p) / 2

/-- The LCU 1-norm of the shifted Hamiltonian, without the identity term. -/
def lcuNorm [Fintype ι] (h : ι → ℝ) (c : ℝ) : ℝ := ∑ p, |zCoeff h c p|

/-- The shift `c` gives the smallest LCU 1-norm among all real shifts. -/
def IsOptimalShift [Fintype ι] (h : ι → ℝ) (c : ℝ) : Prop :=
  ∀ c' : ℝ, lcuNorm h c ≤ lcuNorm h c'

/-- An occupation operator is half the difference of the identity and Pauli `Z`. -/
theorem occ_eq [DecidableEq ι] (p : ι) :
    occ p = (1 / 2 : ℝ) • (1 - pauliZ p) := by
  ext s t
  by_cases hst : s = t
  · subst hst
    by_cases hp : p ∈ s <;> simp [occ, pauliZ, hp]
    norm_num
  · simp [occ, pauliZ, hst]

/-- The shifted Hamiltonian is a linear combination of the identity and the Pauli `Z`
operators, with coefficients `zCoeff` on the latter. -/
theorem shifted_lcu [Fintype ι] [DecidableEq ι] (h : ι → ℝ) (c : ℝ) :
    oneBody (fun p => h p - c) =
      (∑ p, (h p - c) / 2) • (1 : Matrix (Finset ι) (Finset ι) ℂ)
        + ∑ p, zCoeff h c p • pauliZ p := by
  unfold oneBody
  rw [Finset.sum_smul, ← Finset.sum_add_distrib]
  refine Finset.sum_congr rfl fun p _ => ?_
  rw [occ_eq, zCoeff]
  module

/-- On a state with `η` particles, the original and the shifted Hamiltonian differ
by the constant `c * η`. -/
theorem shift_on_sector [Fintype ι] [DecidableEq ι] (h : ι → ℝ) (c : ℝ) (η : ℕ)
    (ψ : Finset ι → ℂ) (hψ : totalNumber ι *ᵥ ψ = (η : ℝ) • ψ) :
    oneBody h *ᵥ ψ = oneBody (fun p => h p - c) *ᵥ ψ + (c * η) • ψ := by
  have hop : oneBody h = oneBody (fun p => h p - c) + c • totalNumber ι := by
    unfold oneBody totalNumber
    rw [Finset.smul_sum, ← Finset.sum_add_distrib]
    refine Finset.sum_congr rfl fun p _ => ?_
    module
  rw [hop, Matrix.add_mulVec, Matrix.smul_mulVec, hψ, smul_smul]

variable [Fintype ι]

/-- Summing the orbital slopes counts the coefficients above `c`. -/
private lemma sum_slope (h : ι → ℝ) (c d : ℝ) :
    ∑ p, d * (1 - 2 * (if c < h p then (1 : ℝ) else 0)) =
      d * (Fintype.card ι - 2 * (#{p | c < h p} : ℝ)) := by
  rw [← Finset.mul_sum, Finset.sum_sub_distrib, ← Finset.mul_sum, Finset.sum_boole]
  simp

/-- The LCU norm lies above a line through its value at `c`, whose slope is set by the
number of coefficients above `c`. -/
theorem lcuNorm_supporting_line (h : ι → ℝ) (c c' : ℝ) :
    lcuNorm h c + (c' - c) / 2 * (Fintype.card ι - 2 * (#{p | c < h p} : ℝ))
      ≤ lcuNorm h c' := by
  rw [← sum_slope, lcuNorm, lcuNorm, ← Finset.sum_add_distrib]
  refine Finset.sum_le_sum fun p _ => ?_
  unfold zCoeff
  split_ifs with hp
  · rw [abs_of_neg (by linarith : (c - h p) / 2 < 0)]
    linarith [neg_abs_le ((c' - h p) / 2)]
  · rw [abs_of_nonneg (by linarith : 0 ≤ (c - h p) / 2)]
    linarith [le_abs_self ((c' - h p) / 2)]

/-- If no coefficient lies strictly between `c` and a larger shift `c'`, the LCU norm
changes linearly from `c` to `c'`. -/
theorem lcuNorm_linear_on_gap (h : ι → ℝ) {c c' : ℝ} (hc : c ≤ c')
    (gap : ∀ p, c < h p → c' ≤ h p) :
    lcuNorm h c' =
      lcuNorm h c + (c' - c) / 2 * (Fintype.card ι - 2 * (#{p | c < h p} : ℝ)) := by
  rw [← sum_slope, lcuNorm, lcuNorm, ← Finset.sum_add_distrib]
  refine Finset.sum_congr rfl fun p _ => ?_
  unfold zCoeff
  split_ifs with hp
  · have hg := gap p hp
    rw [abs_of_neg (by linarith : (c - h p) / 2 < 0),
      abs_of_nonpos (by linarith : (c' - h p) / 2 ≤ 0)]
    ring
  · rw [abs_of_nonneg (by linarith : 0 ≤ (c - h p) / 2),
      abs_of_nonneg (by linarith : 0 ≤ (c' - h p) / 2)]
    ring

/-- Reversing the signs of all coefficients and of the shift keeps the LCU norm. -/
private lemma lcuNorm_neg (h : ι → ℝ) (c : ℝ) :
    lcuNorm (fun p => -h p) (-c) = lcuNorm h c := by
  refine Finset.sum_congr rfl fun p _ => ?_
  have e : zCoeff (fun p => -h p) (-c) p = -zCoeff h c p := by
    unfold zCoeff
    ring
  rw [e, abs_neg]

/-- At an optimal shift, at most half of the coefficients lie above it. -/
private lemma above_le (h : ι → ℝ) (c : ℝ) (hopt : IsOptimalShift h c) :
    2 * #{p | c < h p} ≤ Fintype.card ι := by
  by_contra hlt
  have hlt' : Fintype.card ι < 2 * #{p | c < h p} := not_le.mp hlt
  have hne : (Finset.univ.filter fun p => c < h p).Nonempty :=
    Finset.card_pos.mp (by omega)
  -- move the shift to the next coefficient above `c`
  obtain ⟨q, hq, hmin⟩ := Finset.exists_min_image _ h hne
  have hcq : c < h q := (Finset.mem_filter.mp hq).2
  have heq := lcuNorm_linear_on_gap h hcq.le
    fun p hp => hmin p (Finset.mem_filter.mpr ⟨Finset.mem_univ p, hp⟩)
  have hcast : (Fintype.card ι : ℝ) < 2 * (#{p | c < h p} : ℝ) := by exact_mod_cast hlt'
  have hneg := mul_neg_of_pos_of_neg (by linarith : 0 < (h q - c) / 2)
    (sub_neg.mpr hcast)
  linarith [hopt (h q)]

/-- A shift minimizes the LCU 1-norm of a diagonal one-body Hamiltonian if and only if at
most half of the coefficients lie below it and at most half lie above it. -/
theorem isOptimalShift_iff_median (h : ι → ℝ) (c : ℝ) :
    IsOptimalShift h c ↔
      2 * #{p | h p < c} ≤ Fintype.card ι ∧ 2 * #{p | c < h p} ≤ Fintype.card ι := by
  constructor
  · intro hopt
    refine ⟨?_, above_le h c hopt⟩
    -- coefficients below `c` are those above `-c` after reflection
    have hr : IsOptimalShift (fun p => -h p) (-c) := fun c' => by
      have e := lcuNorm_neg h (-c')
      rw [neg_neg] at e
      rw [lcuNorm_neg, e]
      exact hopt (-c')
    simpa only [neg_lt_neg_iff] using above_le _ _ hr
  · rintro ⟨hb, ha⟩ c'
    have hb' : 2 * (#{p | h p < c} : ℝ) ≤ Fintype.card ι := by exact_mod_cast hb
    have ha' : 2 * (#{p | c < h p} : ℝ) ≤ Fintype.card ι := by exact_mod_cast ha
    rcases le_total c c' with hc | hc
    · have hl := lcuNorm_supporting_line h c c'
      have hn := mul_nonneg (by linarith : 0 ≤ (c' - c) / 2) (sub_nonneg.mpr ha')
      linarith
    · have hl := lcuNorm_supporting_line (fun p => -h p) (-c) (-c')
      simp only [lcuNorm_neg, neg_lt_neg_iff] at hl
      have hn := mul_nonneg (by linarith : 0 ≤ (-c' - -c) / 2) (sub_nonneg.mpr hb')
      linarith

/-- For coefficients in ascending order, a middle coefficient is an optimal shift; for an
even number of orbitals this holds for both middle ones. -/
theorem sorted_middle_optimal {n : ℕ} (h : Fin n → ℝ) (hmono : Monotone h) (k : Fin n)
    (hk : 2 * (k : ℕ) ≤ n) (hk' : n ≤ 2 * (k : ℕ) + 2) : IsOptimalShift h (h k) := by
  rw [isOptimalShift_iff_median, Fintype.card_fin]
  have hb : #{p | h p < h k} ≤ #(Finset.Iio k) := Finset.card_le_card fun p hp =>
    Finset.mem_Iio.mpr (hmono.reflect_lt (Finset.mem_filter.mp hp).2)
  have ha : #{p | h k < h p} ≤ #(Finset.Ioi k) := Finset.card_le_card fun p hp =>
    Finset.mem_Ioi.mpr (hmono.reflect_lt (Finset.mem_filter.mp hp).2)
  rw [Fin.card_Iio] at hb
  rw [Fin.card_Ioi] at ha
  constructor <;> omega

end

end DiagonalLCUShift
```

```lean
#print axioms DiagonalLCUShift.shifted_lcu
#print axioms DiagonalLCUShift.shift_on_sector
#print axioms DiagonalLCUShift.isOptimalShift_iff_median
#print axioms DiagonalLCUShift.sorted_middle_optimal
```

```
'DiagonalLCUShift.shifted_lcu' depends on axioms: [propext, Classical.choice, Quot.sound]
'DiagonalLCUShift.shift_on_sector' depends on axioms: [propext, Classical.choice, Quot.sound]
'DiagonalLCUShift.isOptimalShift_iff_median' depends on axioms: [propext, Classical.choice, Quot.sound]
'DiagonalLCUShift.sorted_middle_optimal' depends on axioms: [propext, Classical.choice, Quot.sound]
```

## Reading the formal statement

The finite type `ι` labels the orbitals, `Finset ι` is the occupation basis, and `Fintype.card ι` is $n$. The norm $\lambda(c)$ is `lcuNorm h c`, and `IsOptimalShift h c` says that no real shift gives a smaller value. In `isOptimalShift_iff_median`, the expression `#{p | c < h p}` is $N_>(c)$; doubling the counts avoids rounding $n/2$.

The norm belongs to the particular decomposition in `shifted_lcu`; no minimum over other decompositions is taken. The model has no hopping or two-body terms, and the theorem makes no statement about the best shift once they are present. In `shift_on_sector` the state need not be normalised, but it must satisfy the particle-number equation.

## How the proof follows the derivation

`occ_eq` compares matrix entries, and `shifted_lcu` then collects the terms orbital by orbital. `lcuNorm_supporting_line` splits on whether $c<h_p$, as above, while `sum_slope` turns the summed slopes into $n-2N_>(c)$. `lcuNorm_linear_on_gap` is the equality case: its hypothesis `gap` says that no coefficient lies strictly between the two shifts.

`above_le` argues by contradiction. `Finset.exists_min_image` supplies the next coefficient $h_q$, and the strictly negative change in the norm contradicts optimality. `lcuNorm_neg` is the reflection, which the main theorem uses in both directions. `sorted_middle_optimal` bounds the two counts by the numbers of indices below and above `k`, and `omega` finishes the integer arithmetic.
